# Finitely many collinear positive masses with centre of mass at the origin lie on an axis through the origin

The theorem concerns finitely many point masses in three-dimensional space, all positive, with collinear positions `r i` and centre of mass at the origin, stated as `∑ i, m i • r i = 0`. It says that there are a nonzero vector `a` and real numbers `t i` with `r i = t i • a` for every `i`, so that all the positions lie on one line through the origin. The proof writes each position as `t i • d + p`, a point on a line with base point `p` and direction `d`, and uses the centre-of-mass condition to express `p` as a multiple of `d`. If `d` is zero, every position is the origin and any nonzero vector serves as the axis; otherwise `d` itself does.

This version doesn't compile in Lean 4 with Mathlib:

```lean
import Mathlib

open Matrix

namespace ExistsAxis

noncomputable section

/-- Vectors in three-dimensional space. -/
abbrev Vec := Fin 3 → ℝ

variable {ι : Type*} [Fintype ι]

/-- Collinear positions of positive masses with centre of mass at the origin lie on an axis
through the origin. -/
theorem exists_axis {m : ι → ℝ} {r : ι → Vec} (hm : ∀ i, 0 < m i)
    (hcom : ∑ i, m i • r i = 0) (hr : Collinear ℝ (Set.range r)) :
    ∃ a : Vec, a ≠ 0 ∧ ∃ t : ι → ℝ, ∀ i, r i = t i • a := by
  obtain ⟨p, d, hd⟩ := (collinear_iff_exists_forall_eq_smul_vadd ℝ _).1 hr
  choose t ht using fun i => hd (r i) ⟨i, rfl⟩
  have hsum : (∑ i, m i * t i) • d + (∑ i, m i) • p = 0 := by
    refine Eq.trans ?_ hcom
    rw [Finset.sum_smul, Finset.sum_smul, ← Finset.sum_add_distrib]
    refine Finset.sum_congr rfl fun i _ => ?_
    rw [ht i, vadd_eq_add]
    module
  have hline : ∀ i, r i = (t i - (∑ j, m j)⁻¹ * ∑ j, m j * t j) • d := by
    intro i
    have hM : (∑ j, m j) ≠ 0 := (Finset.sum_pos (fun j _ => hm j) ⟨i, Finset.mem_univ i⟩).ne'
    have hp : p = (∑ j, m j)⁻¹ • (-((∑ j, m j * t j) • d)) := by
      rw [← eq_neg_of_add_eq_zero_right hsum, smul_smul, inv_mul_cancel₀ hM, one_smul]
    rw [ht i, vadd_eq_add, sub_smul, mul_smul, sub_eq_add_neg, ← smul_neg, ← hp]
  by_cases h0 : d = 0
  · refine ⟨fun _ => 1, fun h => one_ne_zero (congrFun h 0), fun _ => 0, fun i => ?_⟩
    rw [hline i, h0, smul_zero, zero_smul]
  · exact ⟨d, h0, _, hline⟩

end

end ExistsAxis
```

The error:

```
Main.lean:19:24: error: Function expected at
  collinear_iff_exists_forall_eq_smul_vadd ?m.51
but this term has type
  Collinear ?m.44 ?m.51 ↔ ∃ p₀ v, ∀ p ∈ ?m.51, ∃ r, p = r • v +ᵥ p₀

Note: Expected a function because this term is being applied to the argument
  _
Main.lean:19:65: error: Application type mismatch: The argument
  ℝ
has type
  Type
but is expected to have type
  Set ?m.46
in the application
  collinear_iff_exists_forall_eq_smul_vadd ℝ
```

Diagnosis. Both errors come from the way `collinear_iff_exists_forall_eq_smul_vadd` is applied. Its first explicit argument is the set of points, and the scalar field is implicit. The attempt supplies `ℝ` first, as if the field were explicit, and the second message reports the mismatch: `ℝ` is a `Type`, where a `Set` is expected. The first message concerns the placeholder `_` that follows. Once the lemma has its set it is already an equivalence, not a function, and can take no further argument.

The repair names the lemma without arguments in `rw [...] at hr`. Lean then finds both the field `ℝ` and the set `Set.range r` by matching the left side of the equivalence with `hr`. The rewrite turns `hr` into the existence statement that `.1 hr` was meant to produce, and the new `obtain` line takes `p`, `d` and `hd` from it as before. The rest of the proof is unchanged.

As a diff, the version that Lean accepts:

```diff
@@ -17,5 +17,6 @@
     (hcom : ∑ i, m i • r i = 0) (hr : Collinear ℝ (Set.range r)) :
     ∃ a : Vec, a ≠ 0 ∧ ∃ t : ι → ℝ, ∀ i, r i = t i • a := by
-  obtain ⟨p, d, hd⟩ := (collinear_iff_exists_forall_eq_smul_vadd ℝ _).1 hr
+  rw [collinear_iff_exists_forall_eq_smul_vadd] at hr
+  obtain ⟨p, d, hd⟩ := hr
   choose t ht using fun i => hd (r i) ⟨i, rfl⟩
   have hsum : (∑ i, m i * t i) • d + (∑ i, m i) • p = 0 := by
```
